# The Clausius–Mossotti relation gives the one third of the squared plasma frequency in VV10

In atomic units, let \(n\) be the electron density at a point, \(\omega_p^2 = 4\pi n\) the squared plasma frequency and \(\omega_g\) a local gap. The VV10 dispersion functional gives each point the frequency

\[
\omega_0 = \sqrt{\omega_g^2 + \tfrac13\,\omega_p^2}.
\]

I can't find the third in the dielectric function that seems to lie behind it. At imaginary frequency \(iu\), the one-oscillator model of a gapped electron gas has \(\varepsilon(iu) = 1 + \omega_p^2/(\omega_g^2+u^2)\). Its susceptibility \((\varepsilon-1)/4\pi\) is \(n/(\omega_g^2+u^2)\), with no plasma term in the denominator. Its plasmon, where \(\varepsilon\) vanishes at real frequency, has the squared frequency \(\omega_g^2+\omega_p^2\), with the whole plasma term. Where does one third come from? Is it a fitted number?

## The third comes from the 2 in \(\varepsilon+2\)

It isn't fitted. The susceptibility measures the response to the average field in the medium, whereas the Clausius–Mossotti polarizability measures the response to the local field, which also contains the Lorentz contribution of the surrounding polarization. For positive density, and gap and frequency not both zero, the change from one to the other adds exactly \(\omega_p^2/3\) to the denominator.

Write \(g\) for the gap \(\omega_g\). (VV10 papers also use the letter \(g\) for a function inside the nonlocal kernel, which is something else.) Let \(P\) be the polarization, \(E\) the average field and \(\alpha\) the polarizability per unit volume. Then

\[
P = \frac{\varepsilon-1}{4\pi}E, \qquad P = \alpha\Bigl(E + \frac{4\pi}{3}P\Bigr).
\]

Eliminating \(P\) and \(E\) gives the Clausius–Mossotti form

\[
\alpha = \frac{(\varepsilon-1)/4\pi}{1+(\varepsilon-1)/3} = \frac{3}{4\pi}\,\frac{\varepsilon-1}{\varepsilon+2}.
\]

Now insert the gapped dielectric function. With \(A = g^2+u^2 > 0\),

\[
\varepsilon - 1 = \frac{4\pi n}{A}, \qquad
\varepsilon + 2 = 3 + \frac{4\pi n}{A} = \frac{3\,(A + 4\pi n/3)}{A}.
\]

The third appears when the 3 is taken out of the second numerator. In the quotient \(A\) cancels:

\[
\alpha(iu) = \frac{3}{4\pi}\cdot\frac{4\pi n}{3\,(A+4\pi n/3)} = \frac{n}{g^2 + 4\pi n/3 + u^2}.
\]

This is an oscillator with squared frequency \(g^2+\omega_p^2/3\).

## No other coefficient fits, even at one frequency

Suppose that some coefficient \(c\) replaces the third, and ask that \(\alpha(iu)\,(g^2 + c\,\omega_p^2 + u^2) = n\) at a single \(u\). Inserting \(\alpha\) and multiplying by its denominator gives

\[
n\,(g^2 + c\,\omega_p^2 + u^2) = n\,(g^2 + \tfrac13\omega_p^2 + u^2).
\]

Since \(n\) and \(\omega_p^2\) are positive, both cancel and \(c = 1/3\).

The VV10 gap is \(g = \sqrt{C}\,(|\nabla n|/n)^2\). The positive parameter \(C\) sets how strongly the inhomogeneity of the density stiffens the local response, and unlike the third it is fitted. Squaring \(\omega_0\) gives \(g^2+\omega_p^2/3\), so \(\alpha(iu) = n/(\omega_0^2+u^2)\).

The same frequency shows up on the real axis. There \(\varepsilon(\omega) = 1 + \omega_p^2/(g^2-\omega^2)\), and the Clausius–Mossotti denominator vanishes when \(\varepsilon=-2\), that is, when \(\omega_p^2 = -3(g^2-\omega^2)\), or \(\omega^2 = g^2+\omega_p^2/3\). The plasmon that you mention answers a different condition, \(\varepsilon = 0\).

Two limits show that the oscillator behaves sensibly. With \(a = g^2+\omega_p^2/3\),

\[
u^2\alpha(iu) = \frac{n u^2}{a+u^2} = n - \frac{n a}{a+u^2} \longrightarrow n \qquad (u\to\infty),
\]

which is the free-electron response. At \(u=0\), closing the gap gives

\[
\alpha(0) = \frac{n}{g^2+4\pi n/3} \longrightarrow \frac{3}{4\pi} \qquad (g\to0),
\]

whatever the density. This is the polarizability per volume of a conducting sphere.

## A case with round numbers

Take \(4\pi n = 3\), so \(n = 3/(4\pi)\approx 0.2387\), and \(g=u=1\). Then \(\varepsilon = 1+3/2 = 5/2\), and Clausius–Mossotti gives

\[
\alpha = \frac{3}{4\pi}\cdot\frac{3/2}{9/2} = \frac{1}{4\pi}\approx 0.0796.
\]

The oscillator form gives \(n/(1+1+1) = 1/(4\pi)\), the same value. Leaving out the plasma term would give \(n/2\approx0.119\), and keeping all of it \(n/5\approx0.048\).

## The identities in Lean

The following Lean 4 code states and proves the identity, the uniqueness of the coefficient, the VV10 case, the resonance condition and both limits.

```lean
import Mathlib

open Real Filter Topology

namespace VV10ClausiusMossotti

noncomputable section

/-- Squared plasma frequency `4 π n` of an electron density `n`, in atomic units. -/
def plasmaSq (n : ℝ) : ℝ := 4 * π * n

/-- Dielectric function at imaginary frequency `i u` of an electron gas of density `n`
with gap `g`, for `g ^ 2 + u ^ 2 ≠ 0`. -/
def eps (n g u : ℝ) : ℝ := 1 + plasmaSq n / (g ^ 2 + u ^ 2)

/-- The same dielectric function at real frequency `ω`, without damping,
for `ω ^ 2 ≠ g ^ 2`. -/
def epsReal (n g ω : ℝ) : ℝ := 1 + plasmaSq n / (g ^ 2 - ω ^ 2)

/-- Clausius-Mossotti polarizability density of a medium with dielectric constant `e`,
for `e ≠ -2`. -/
def clausiusMossotti (e : ℝ) : ℝ := 3 / (4 * π) * ((e - 1) / (e + 2))

/-- Local gap of VV10 with parameter `C ≥ 0`, built from the density `n ≠ 0` and its gradient `v`.
-/
def vv10Gap (C n : ℝ) (v : EuclideanSpace ℝ (Fin 3)) : ℝ := √C * (‖v‖ / n) ^ 2

/-- Local frequency of VV10: the root of the squared gap plus one third of the squared plasma
frequency, for a density `n > 0` and a parameter `C ≥ 0`. -/
def vv10Freq (C n : ℝ) (v : EuclideanSpace ℝ (Fin 3)) : ℝ :=
  √(vv10Gap C n v ^ 2 + plasmaSq n / 3)

/-- The squared plasma frequency of a positive density is positive. -/
theorem plasmaSq_pos {n : ℝ} (hn : 0 < n) : 0 < plasmaSq n := by
  unfold plasmaSq
  positivity

/-- If `g` and `u` are not both zero, the Clausius-Mossotti denominator `eps + 2` is three times the
sum of the squared gap, one third of the squared plasma frequency and `u ^ 2`, divided by
`g ^ 2 + u ^ 2`. -/
theorem eps_add_two (n : ℝ) {g u : ℝ} (h : 0 < g ^ 2 + u ^ 2) :
    eps n g u + 2 = 3 * (g ^ 2 + plasmaSq n / 3 + u ^ 2) / (g ^ 2 + u ^ 2) := by
  unfold eps
  rw [eq_div_iff h.ne']
  have hi := div_mul_cancel₀ (plasmaSq n) h.ne'
  linear_combination hi

/-- For positive density, and `g` and `u` not both zero, the Clausius-Mossotti
polarizability density of the gapped electron gas is that of an oscillator whose squared
frequency is the squared gap plus one third of the squared plasma frequency. -/
theorem polarizability_density {n g u : ℝ} (hn : 0 < n) (h : 0 < g ^ 2 + u ^ 2) :
    clausiusMossotti (eps n g u) = n / (g ^ 2 + plasmaSq n / 3 + u ^ 2) := by
  have hP := plasmaSq_pos hn
  have hD : g ^ 2 + plasmaSq n / 3 + u ^ 2 ≠ 0 := by positivity
  have h1 : eps n g u - 1 = 4 * π * n / (g ^ 2 + u ^ 2) := by
    unfold eps plasmaSq
    ring
  -- the unshifted denominator `A` cancels and the shifted one `D` remains
  have key : ∀ A D : ℝ, A ≠ 0 → D ≠ 0 →
      3 / (4 * π) * ((4 * π * n / A) / (3 * D / A)) = n / D := by
    intro A D hA hD
    have hpi := Real.pi_ne_zero
    have hn' := hn.ne'
    field_simp
  unfold clausiusMossotti
  rw [eps_add_two n h, h1]
  exact key _ _ h.ne' hD

/-- For positive density, and `g` and `u` not both zero, the oscillator form with a
coefficient `c` of the squared plasma frequency agrees with Clausius-Mossotti at the
frequency `i u` exactly when `c` is one third. -/
theorem coefficient_eq_third_iff {n g u : ℝ} (hn : 0 < n) (h : 0 < g ^ 2 + u ^ 2)
    (c : ℝ) :
    clausiusMossotti (eps n g u) * (g ^ 2 + c * plasmaSq n + u ^ 2) = n ↔ c = 1 / 3 := by
  have hP := plasmaSq_pos hn
  have hD : g ^ 2 + plasmaSq n / 3 + u ^ 2 ≠ 0 := by positivity
  rw [polarizability_density hn h, div_mul_eq_mul_div, div_eq_iff hD]
  constructor
  · intro e
    have e1 := mul_left_cancel₀ hn.ne' e
    have e2 : plasmaSq n * c = plasmaSq n * (1 / 3) := by linear_combination e1
    exact mul_left_cancel₀ hP.ne' e2
  · intro hc
    rw [hc]
    ring

/-- For positive density, positive parameter `C` and nonzero density gradient, the
Clausius-Mossotti polarizability density with the VV10 gap is the oscillator form with
the VV10 frequency. -/
theorem vv10_polarizability {C n : ℝ} {v : EuclideanSpace ℝ (Fin 3)}
    (hC : 0 < C) (hn : 0 < n) (hv : v ≠ 0) (u : ℝ) :
    clausiusMossotti (eps n (vv10Gap C n v) u) = n / (vv10Freq C n v ^ 2 + u ^ 2) := by
  have hP := plasmaSq_pos hn
  have hv' : 0 < ‖v‖ := norm_pos_iff.mpr hv
  have hg : 0 < vv10Gap C n v := by
    unfold vv10Gap
    have hs : 0 < √C := Real.sqrt_pos.mpr hC
    positivity
  have hsq : vv10Freq C n v ^ 2 = vv10Gap C n v ^ 2 + plasmaSq n / 3 := by
    unfold vv10Freq
    exact Real.sq_sqrt (by positivity)
  rw [hsq]
  exact polarizability_density hn (by positivity)

/-- At a real frequency away from the gap, the dielectric function equals `-2`, where the
Clausius-Mossotti denominator vanishes, exactly when the squared frequency is the squared
gap plus one third of the squared plasma frequency. -/
theorem resonance_iff (n : ℝ) {g ω : ℝ} (h : ω ^ 2 ≠ g ^ 2) :
    epsReal n g ω = -2 ↔ ω ^ 2 = g ^ 2 + plasmaSq n / 3 := by
  have hd : g ^ 2 - ω ^ 2 ≠ 0 := sub_ne_zero.mpr (Ne.symm h)
  unfold epsReal
  constructor
  · intro e
    have e1 : plasmaSq n / (g ^ 2 - ω ^ 2) = -3 := by linarith
    rw [div_eq_iff hd] at e1
    linarith
  · intro e
    have e1 : plasmaSq n / (g ^ 2 - ω ^ 2) = -3 := by
      rw [div_eq_iff hd]
      linarith
    linarith

/-- For positive density, `u ^ 2` times the polarizability density tends to the electron
density at high imaginary frequency. -/
theorem high_frequency_limit {n : ℝ} (hn : 0 < n) (g : ℝ) :
    Tendsto (fun u : ℝ => u ^ 2 * clausiusMossotti (eps n g u)) atTop (𝓝 n) := by
  have hP := plasmaSq_pos hn
  have h1 : Tendsto (fun u : ℝ => g ^ 2 + plasmaSq n / 3 + u ^ 2) atTop atTop :=
    tendsto_atTop_add_const_left _ _ (tendsto_pow_atTop two_ne_zero)
  have h2 := (tendsto_const_nhds (x := n)).sub
    (h1.const_div_atTop (n * (g ^ 2 + plasmaSq n / 3)))
  rw [sub_zero] at h2
  -- the deviation from `n` is a constant over a growing denominator
  have key : ∀ a x : ℝ, a + x ≠ 0 → n - n * a / (a + x) = x * (n / (a + x)) := by
    intro a x hax
    have hi := mul_inv_cancel₀ hax
    rw [div_eq_mul_inv, div_eq_mul_inv]
    linear_combination (-n) * hi
  refine h2.congr' ?_
  filter_upwards [eventually_gt_atTop (0 : ℝ)] with u hu
  rw [polarizability_density hn (by positivity)]
  exact key _ _ (by positivity)

/-- For positive density, the static polarizability density tends to `3 / (4 π)` as the
gap closes. -/
theorem closing_gap_limit {n : ℝ} (hn : 0 < n) :
    Tendsto (fun g : ℝ => clausiusMossotti (eps n g 0)) (𝓝[≠] 0) (𝓝 (3 / (4 * π))) := by
  have hP := plasmaSq_pos hn
  have hne : (0 : ℝ) ^ 2 + plasmaSq n / 3 + 0 ^ 2 ≠ 0 := by positivity
  have hc : ContinuousAt (fun g : ℝ => n / (g ^ 2 + plasmaSq n / 3 + 0 ^ 2)) 0 :=
    ContinuousAt.div (by fun_prop) (by fun_prop) hne
  have hv : n / ((0 : ℝ) ^ 2 + plasmaSq n / 3 + 0 ^ 2) = 3 / (4 * π) := by
    rw [div_eq_div_iff hne (by positivity)]
    unfold plasmaSq
    ring
  have ht : Tendsto (fun g : ℝ => n / (g ^ 2 + plasmaSq n / 3 + 0 ^ 2)) (𝓝[≠] 0)
      (𝓝 (n / ((0 : ℝ) ^ 2 + plasmaSq n / 3 + 0 ^ 2))) :=
    hc.tendsto.mono_left nhdsWithin_le_nhds
  rw [hv] at ht
  refine ht.congr' ?_
  filter_upwards [self_mem_nhdsWithin] with g hg
  have hg' : g ≠ 0 := hg
  exact (polarizability_density hn (by positivity)).symm

end

end VV10ClausiusMossotti
```

```lean
#print axioms VV10ClausiusMossotti.coefficient_eq_third_iff
-- 'VV10ClausiusMossotti.coefficient_eq_third_iff' depends on axioms: [propext, Classical.choice, Quot.sound]
#print axioms VV10ClausiusMossotti.resonance_iff
-- 'VV10ClausiusMossotti.resonance_iff' depends on axioms: [propext, Classical.choice, Quot.sound]
#print axioms VV10ClausiusMossotti.high_frequency_limit
-- 'VV10ClausiusMossotti.high_frequency_limit' depends on axioms: [propext, Classical.choice, Quot.sound]
#print axioms VV10ClausiusMossotti.closing_gap_limit
-- 'VV10ClausiusMossotti.closing_gap_limit' depends on axioms: [propext, Classical.choice, Quot.sound]
```

## What the definitions and theorems say

All quantities are real numbers in atomic units. `plasmaSq n` is \(\omega_p^2 = 4\pi n\). `eps n g u` is the one-oscillator model dielectric function at \(iu\), written with the real number `u`, so no complex numbers are needed. `epsReal n g ω` is its undamped form at real frequency. `clausiusMossotti e` is the polarizability per unit volume as a function of the dielectric constant. This relation enters as a definition: the local-field argument above motivates it, and the theorems start from the formula.

The main theorem, `polarizability_density`, assumes `0 < n` and `0 < g ^ 2 + u ^ 2`. The second hypothesis says that gap and frequency are not both zero. If they were, Lean's convention for division by zero would set `eps` to 1 and the left side to 0, while the right side would be \(3/(4\pi)\).

`coefficient_eq_third_iff` says that, under the same hypotheses, a real `c` satisfies the multiplied relation at the given `g` and `u` if and only if `c = 1 / 3`. The multiplied form keeps its meaning even for a negative `c` that makes the trial denominator zero.

In `vv10Gap` and `vv10Freq`, the vector `v` in three-dimensional Euclidean space stands for \(\nabla n\). It is an independent argument, so `vv10_polarizability` holds for any nonzero vector and in particular for the gradient of a density at a point where it doesn't vanish. Together with `0 < C` and `0 < n`, this makes the gap positive, so every real `u` is allowed, including zero.

`resonance_iff` needs only `ω ^ 2 ≠ g ^ 2` and holds for any real `n`. `high_frequency_limit` holds for every gap, including zero. In `closing_gap_limit`, the filter `𝓝[≠] 0` lets `g` approach zero from both sides without reaching it.

The step from this model to a molecule is the local approximation: a relation for a uniform medium is applied separately at each point of an inhomogeneous density. The hypotheses say nothing about how good that is. In VV10 the long-range attraction between two density elements is that of two such undamped oscillators, so \(\omega_0\) and the density at the two points fix it. The revised form rVV10 uses the same local frequency in a modified kernel, and between points of different density its long-range attraction is in general not exactly that of the two oscillators.

## From the algebra to the Lean proofs

`plasmaSq_pos` records that \(4\pi n>0\), which later keeps the shifted denominators away from zero.

`eps_add_two` is the formula for \(\varepsilon+2\). The rewrite with `eq_div_iff` multiplies through by \(A\). The fact `hi` says that \((\omega_p^2/A)\,A=\omega_p^2\), and `linear_combination hi` closes the remaining polynomial identity.

In `polarizability_density`, `h1` is the formula for \(\varepsilon-1\). The auxiliary statement `key` is the cancellation in the quotient, proved for arbitrary nonzero `A` and `D`, where `D` plays the part of \(A+4\pi n/3\). Treating both as single symbols lets `field_simp` cancel them without expanding their sums. The proof then substitutes the two formulas and applies `key`.

`coefficient_eq_third_iff` inserts the main identity and clears its denominator. In the forward direction, the two uses of `mul_left_cancel₀` cancel first \(n\) and then \(\omega_p^2\), as in the derivation. The converse is substitution followed by `ring`.

`vv10_polarizability` first shows that the gap is positive, from the positive norm of `v` and the positive root of `C`. Then `Real.sq_sqrt` removes the square root in \(\omega_0^2\), which is legitimate because the radicand is nonnegative, and the main theorem finishes the proof.

`resonance_iff` passes in both directions through the equation \(\omega_p^2/(g^2-\omega^2)=-3\). Clearing the nonzero denominator makes it linear in the squared frequencies, and `linarith` does the rest.

For `high_frequency_limit`, `h1` says that \(a+u^2\) grows without bound, and `h2` that \(n - na/(a+u^2)\) therefore tends to \(n\). Its `key` is the rearrangement used in the derivation. The expression agrees with \(u^2\alpha(iu)\) for all positive `u`, and `congr'` carries the limit over, since only large `u` matter.

`closing_gap_limit` uses the fact that the oscillator form, unlike `eps`, is continuous at \(g=0\) when \(u=0\). The step `hv` computes its value there as \(3/(4\pi)\). The limit is then restricted to nonzero `g`, where the main theorem identifies the oscillator form with the Clausius–Mossotti expression.

## Other shapes give other fractions

The third belongs to the spherical geometry of the Lorentz field. For a small homogeneous ellipsoid with the field along a principal axis, the polarizability per volume is the response to the applied field. It contains a depolarization factor \(L\) between 0 and 1, which is 1/3 for a sphere and then gives the Clausius–Mossotti formula again. The same cancellation gives

\[
\alpha_L(iu) = \frac{1}{4\pi}\,\frac{\varepsilon-1}{1+L(\varepsilon-1)} = \frac{n}{g^2 + L\,\omega_p^2 + u^2}.
\]

The Lean code treats only the sphere, \(L=1/3\). Your two comparisons are the end points: \(L=0\), a long needle along the field, gives the bare susceptibility, and \(L=1\), a thin plate across the field, gives the full plasmon shift.
